# The retarded on-site Green function of an infinite nearest-neighbour chain has negative imaginary part inside the band

Take a non-interacting, infinite tight-binding chain with nearest-neighbour hopping of magnitude 1 and zero on-site energy. With the retarded Green function defined as the limit of (E + iη - H)⁻¹ for η → 0⁺, its on-site element inside the band |E| < 2 is g(E) = -i/√(4 - E²). The file takes this formula as the definition of `siteGreen`, without deriving it from a Hamiltonian, and the theorem `siteGreen_im_neg` states that its imaginary part is strictly negative for every real energy E with |E| < 2. The attempt writes g(E) as the real number -1/√(4 - E²) times i, reads off that real number as the imaginary part, and concludes from the positivity of the root.

The failing Lean file:

```lean
import Mathlib

open Filter Topology
open scoped Real

namespace SiteGreenImNeg

noncomputable section

/-- The on-site Green function `g = -i/√(4 - E²)` of the chain with unit hopping,
for energies inside the band, `|E| < 2`. -/
def siteGreen (E : ℝ) : ℂ := -Complex.I / (√(4 - E ^ 2) : ℝ)

/-- Inside the band, `|E| < 2`, the root `√(4 - E²)` is positive. -/
theorem root_pos {E : ℝ} (hE : |E| < 2) : 0 < √(4 - E ^ 2) := by
  obtain ⟨h1, h2⟩ := abs_lt.mp hE
  exact Real.sqrt_pos.mpr (by nlinarith)

/-- Inside the band, `|E| < 2`, the on-site Green function has negative imaginary part,
the sign of the retarded Green function. -/
theorem siteGreen_im_neg {E : ℝ} (hE : |E| < 2) : (siteGreen E).im < 0 := by
  have h : siteGreen E = ((-(1 / √(4 - E ^ 2)) : ℝ) : ℂ) * Complex.I := by
    unfold siteGreen
    push_cast
    ring
  have him : (siteGreen E).im = -(1 / √(4 - E ^ 2)) := by
    rw [h, Complex.re_ofReal_mul_I_aux]
  rw [him]
  have := one_div_pos.mpr (root_pos hE)
  linarith

end

end SiteGreenImNeg
```

Compiling this gives:

```
Main.lean:27:11: error(lean.unknownIdentifier): Unknown constant `Complex.re_ofReal_mul_I_aux`
```

The mended proof, as a diff:

```diff
@@ -25,5 +25,5 @@
     ring
   have him : (siteGreen E).im = -(1 / √(4 - E ^ 2)) := by
-    rw [h, Complex.re_ofReal_mul_I_aux]
+    rw [h, Complex.im_ofReal_mul, Complex.I_im, mul_one]
   rw [him]
   have := one_div_pos.mpr (root_pos hE)
```

What went wrong. The message says that Lean knows no constant called `Complex.re_ofReal_mul_I_aux`. The `rw` in the proof of `him` therefore has no lemma to use for its second step, where the imaginary part of a real number times `Complex.I` has to be evaluated.

The repair does this step with three lemmas that exist. After `h` has rewritten `siteGreen E` as a product, `Complex.im_ofReal_mul` turns the imaginary part of a real number times a complex number into the real number times the imaginary part of the complex one. `Complex.I_im` then replaces the imaginary part of `Complex.I` by 1, and `mul_one` removes the factor 1. Both sides are now `-(1 / √(4 - E ^ 2))`, and `rw` closes the goal by reflexivity.
